# A stress-free surface increases the magnitude of the volume change from a point defect at the centre of an isotropic elastic sphere

The theorem `free_surface_amplifies` concerns an isotropic elastic sphere of radius R > 0, with positive bulk modulus K and shear modulus μ and a point defect at its centre. The radial displacement is u(r) = ar + b/r², with b ≠ 0, and the radial stress vanishes at the surface. The theorem states that the volume change, taken to first order as 4πR²u(R), is then strictly larger in magnitude than 4πb, the value that the defect term b/r² gives alone. The proof uses earlier results to write the volume change as 4πb(1 + 4μ/(3K)), and then tries to split the absolute value of this product and use the fact that the second factor exceeds 1.

This version doesn't compile in Lean 4 with Mathlib:

```lean
import Mathlib

open Real Set

namespace ElasticFiniteSize

noncomputable section

/-- Radial displacement around a point defect: a uniform strain `a` plus a defect field of
strength `b`. -/
def displacement (a b r : ℝ) : ℝ := a * r + b / r ^ 2

/-- Radial stress of a spherically symmetric displacement `u` in an isotropic medium with bulk
modulus `K` and shear modulus `μ`. -/
def radialStress (K μ : ℝ) (u : ℝ → ℝ) (r : ℝ) : ℝ :=
  (K + 4 * μ / 3) * deriv u r + 2 * (K - 2 * μ / 3) * u r / r

/-- Poisson's ratio in terms of the bulk and shear moduli. -/
def poissonRatio (K μ : ℝ) : ℝ := (3 * K - 2 * μ) / (2 * (3 * K + μ))

/-- Volume change of a sphere of radius `R`, to first order in the displacement of its surface. -/
def volumeChange (u : ℝ → ℝ) (R : ℝ) : ℝ := 4 * π * R ^ 2 * u R

/-- The radial strain of the defect displacement is `a - 2b/r³`. -/
theorem hasDerivAt_displacement (a b : ℝ) {r : ℝ} (hr : r ≠ 0) :
    HasDerivAt (displacement a b) (a - 2 * b / r ^ 3) r := by
  have h2 : HasDerivAt (fun x : ℝ => x ^ 2) (2 * r) r := by
    simpa using hasDerivAt_pow 2 r
  have h := ((hasDerivAt_id' r).const_mul a).fun_add
    ((hasDerivAt_const r b).fun_div h2 (pow_ne_zero 2 hr))
  exact h.congr_deriv (by field_simp; ring)

/-- The uniform strain contributes `3Ka` to the radial stress and the defect field
contributes `-4μb/r³`. -/
theorem radialStress_displacement (K μ a b : ℝ) {r : ℝ} (hr : r ≠ 0) :
    radialStress K μ (displacement a b) r = 3 * K * a - 4 * μ * b / r ^ 3 := by
  unfold radialStress
  rw [(hasDerivAt_displacement a b hr).deriv]
  unfold displacement
  field_simp
  ring

/-- The elastic factor `3(1-ν)/(1+ν)` equals `1 + 4μ/(3K)`. -/
theorem image_factor {K μ : ℝ} (hK : 0 < K) (hμ : 0 < μ) :
    3 * (1 - poissonRatio K μ) / (1 + poissonRatio K μ) = 1 + 4 * μ / (3 * K) := by
  have h : 3 * K + μ ≠ 0 := by positivity
  have h1 : 1 - poissonRatio K μ = (3 * K + 4 * μ) / (2 * (3 * K + μ)) := by
    unfold poissonRatio
    field_simp
    ring
  have h2 : 1 + poissonRatio K μ = 9 * K / (2 * (3 * K + μ)) := by
    unfold poissonRatio
    field_simp
    ring
  rw [h1, h2]
  field_simp
  ring

/-- The surface of a sphere with a point defect at its centre is free of radial stress exactly
when the volume change is `4πb` times `3(1-ν)/(1+ν)`. -/
theorem free_surface_iff_volumeChange {K μ R : ℝ} (hK : 0 < K) (hμ : 0 < μ) (hR : 0 < R)
    (a b : ℝ) :
    radialStress K μ (displacement a b) R = 0 ↔
      volumeChange (displacement a b) R =
        4 * π * b * (3 * (1 - poissonRatio K μ) / (1 + poissonRatio K μ)) := by
  rw [radialStress_displacement K μ a b hR.ne', image_factor hK hμ]
  -- The deviation from the claimed volume change is proportional to the surface stress.
  have key : volumeChange (displacement a b) R - 4 * π * b * (1 + 4 * μ / (3 * K)) =
      4 * π * R ^ 3 / (3 * K) * (3 * K * a - 4 * μ * b / R ^ 3) := by
    have e1 : R ^ 2 * (b / R ^ 2) = b := by field_simp
    have e2 : R ^ 3 * (b / R ^ 3) = b := by field_simp
    have e3 : K / K = 1 := div_self hK.ne'
    unfold volumeChange displacement
    linear_combination 4 * π * e1 + 16 * π * μ / (3 * K) * e2 - 4 * π * R ^ 3 * a * e3
  constructor
  · intro h
    rw [h, mul_zero] at key
    linarith
  · intro h
    rw [h, sub_self] at key
    exact (mul_eq_zero.mp key.symm).resolve_left (by positivity)

/-- For a defect of nonzero strength, the volume change of a sphere with a stress-free surface
is strictly larger in magnitude than `4πb`. -/
theorem free_surface_amplifies {K μ R a b : ℝ} (hK : 0 < K) (hμ : 0 < μ) (hR : 0 < R)
    (hb : b ≠ 0) (hfree : radialStress K μ (displacement a b) R = 0) :
    |4 * π * b| < |volumeChange (displacement a b) R| := by
  rw [(free_surface_iff_volumeChange hK hμ hR a b).1 hfree, image_factor hK hμ, abs_mul]
  have h0 : 0 < 4 * μ / (3 * K) := by positivity
  have h1 : 1 < |1 + 4 * μ / (3 * K)| := by
    rw [abs_of_pos (by linarith)]
    linarith
  have hpos : 0 < |4 * π * b| := abs_pos.mpr (by positivity)
  exact lt_mul_of_one_lt_right hpos h1

end

end ElasticFiniteSize
```

The compiler's answer:

```
Main.lean:94:2: error: Type mismatch
  lt_mul_of_one_lt_right hpos h1
has type
  |4 * π * b| < |4 * π * b| * |1 + 4 * μ / (3 * K)|
but is expected to have type
  |4 * π| * |b| < |4 * π * b * (1 + 4 * μ / (3 * K))|
```

The error arises because `abs_mul` was applied to the wrong absolute value. The lemma turns `|x * y|` into `|x| * |y|`, and with no arguments given, `rw` settles on the first match it finds. Here that was the left side of the inequality, since Lean reads `4 * π * b` as `(4 * π) * b`. The left side became `|4 * π| * |b|`, while the product on the right stayed inside a single absolute value. The final term, `lt_mul_of_one_lt_right hpos h1`, proves an inequality with `|4 * π * b|` whole on the left and the split product on the right, so its type did not match the goal.

The repair writes `abs_mul (4 * π * b)`, which fixes the first factor as `4 * π * b`. Only the right side has that form, so it is split as intended and the left side is untouched. The final term then fits the goal as it stands. The new line break is only layout.

The mended proof, as a diff:

```diff
@@ -86,5 +86,6 @@
     (hb : b ≠ 0) (hfree : radialStress K μ (displacement a b) R = 0) :
     |4 * π * b| < |volumeChange (displacement a b) R| := by
-  rw [(free_surface_iff_volumeChange hK hμ hR a b).1 hfree, image_factor hK hμ, abs_mul]
+  rw [(free_surface_iff_volumeChange hK hμ hR a b).1 hfree, image_factor hK hμ,
+    abs_mul (4 * π * b)]
   have h0 : 0 < 4 * μ / (3 * K) := by positivity
   have h1 : 1 < |1 + 4 * μ / (3 * K)| := by
```
